# With a gap and an initial overlap, repeated diagonal propagation brings a determinant's weight on the reference to one

One way to approximate the ground state of non-interacting fermions is to multiply trial orbitals by an imaginary-time one-particle propagator again and again, and to take their determinant after many steps. Call the ground-state determinant the reference. The method works if the normalized weight of the propagated determinant on the reference tends to one. It does so for a finite set of levels if the occupied levels have nonzero propagator entries, larger in magnitude than those of the virtual levels, and the trial determinant overlaps the reference at the start.

## A real propagator, diagonal in the chosen levels

Let i and j label the levels occupied in the reference determinant, a the virtual levels, and p any level. In Lean these index sets are the finite types `o`, `v` and their disjoint union `o ⊕ v`, with `Sum.inl` marking occupied and `Sum.inr` virtual levels.

```lean
import Mathlib

open Matrix Filter Topology

namespace DeterminantPowerProjection

noncomputable section

variable {o v : Type*} [Fintype o] [DecidableEq o] [Fintype v] [DecidableEq v]
```

The propagator D is diagonal with real entries d_p. Physically, the levels are orthonormal eigenstates of the one-particle propagator. The columns of the complex matrix Φ are the trial orbitals, as many as there are occupied levels, and they need not be orthonormal. After n steps they are DⁿΦ.

```lean
/-- The orbitals (columns of `Φ`) after `n` applications of the diagonal one-particle
propagator with entries `d`. -/
def propagate (d : o ⊕ v → ℝ) (n : ℕ) (Φ : Matrix (o ⊕ v) o ℂ) : Matrix (o ⊕ v) o ℂ :=
  (diagonal fun p => (d p : ℂ)) ^ n * Φ
```

The top block Φ_o, `refBlock Φ` in Lean, holds the components on the occupied levels.

```lean
/-- The components of the orbitals on the levels occupied in the reference determinant. -/
def refBlock (Φ : Matrix (o ⊕ v) o ℂ) : Matrix o o ℂ :=
  Φ.submatrix Sum.inl id
```

The reference orbitals are unit vectors: the identity matrix above a zero block.

```lean
/-- The orbitals of the reference determinant: one unit vector for each occupied level. -/
def refOrbitals : Matrix (o ⊕ v) o ℂ :=
  fromRows 1 0
```

By the usual rule for overlaps of determinants, det Φ_o is the overlap with the reference and det(ΦᴴΦ) is the squared norm. The normalized weight is therefore

w(Φ) = |det Φ_o|² / det(ΦᴴΦ).

```lean
/-- The squared overlap of the determinant of `Φ` with the reference determinant, divided by
the squared norm of the determinant of `Φ`. -/
def refWeight (Φ : Matrix (o ⊕ v) o ℂ) : ℂ :=
  ((‖(refBlock Φ).det‖ ^ 2 : ℝ) : ℂ) / (Φᴴ * Φ).det
```

`refWeight` has a complex type in Lean, but its values are real, because the determinant of the Hermitian matrix ΦᴴΦ is real. The many-particle wavefunctions do not appear in the file; the overlap rule supplies the interpretation of these matrix expressions.

## Orbital mixing must be invertible

Replacing Φ by ΦG, with G a square matrix, mixes the orbitals among themselves. If det G ≠ 0, this changes the determinant only by a factor. By hand,

det((ΦG)_o) = det Φ_o · det G
det((ΦG)ᴴΦG) = |det G|² det(ΦᴴΦ),

so |det G|² cancels from the weight.

```lean
omit [DecidableEq v] in
/-- Mixing the orbitals of a determinant by an invertible matrix leaves its normalized weight
on the reference unchanged. -/
theorem refWeight_mul (Φ : Matrix (o ⊕ v) o ℂ) (G : Matrix o o ℂ) (hG : G.det ≠ 0) :
    refWeight (Φ * G) = refWeight Φ := by
  have h1 : refBlock (Φ * G) = refBlock Φ * G := by
    ext i j
    simp [refBlock, Matrix.mul_apply]
  have h2 : ((Φ * G)ᴴ * (Φ * G)).det = star G.det * (Φᴴ * Φ).det * G.det := by
    rw [conjTranspose_mul,
      show Gᴴ * Φᴴ * (Φ * G) = Gᴴ * (Φᴴ * Φ) * G by simp only [Matrix.mul_assoc],
      det_mul, det_mul, det_conjTranspose]
  have h3 : star G.det * G.det = ((‖G.det‖ ^ 2 : ℝ) : ℂ) := by
    rw [← Complex.normSq_eq_norm_sq, ← Complex.mul_conj]
    exact mul_comm _ _
  have hne : ((‖G.det‖ ^ 2 : ℝ) : ℂ) ≠ 0 :=
    Complex.ofReal_ne_zero.mpr (pow_ne_zero 2 (norm_ne_zero_iff.mpr hG))
  -- numerator and denominator both acquire the factor |det G|²
  have h4 : star G.det * (Φᴴ * Φ).det * G.det
      = (Φᴴ * Φ).det * ((‖G.det‖ ^ 2 : ℝ) : ℂ) := by
    rw [← h3]
    ring
  unfold refWeight
  rw [h1, h2, h4, det_mul, norm_mul, mul_pow, Complex.ofReal_mul, mul_div_mul_right _ _ hne]
```

In the proof, `h1` and `h2` are the two factorizations, and `hG` enters through `hne`, which permits the cancellation. If G were singular, the mixed orbitals would be linearly dependent and there would be no determinant left to normalize.

## Occupied entries are nonzero and exceed the virtual ones in magnitude

The hypothesis `hgap` says |d_a| < |d_i| for every occupied i and virtual a: each step damps every virtual level relative to every occupied one. Degeneracies within either group are allowed. The hypothesis `hd` says d_i ≠ 0, so that no occupied component is annihilated. It follows from `hgap` whenever there is a virtual level, and is a separate condition only when there is none. Positive entries with each occupied one above all virtual ones satisfy both.

Assume also that Φ_o is invertible, and put T = ΦΦ_o⁻¹. The top block of T is the identity. Let D_o be the occupied block of D, and mix the propagated orbitals by Φ_o⁻¹D_o⁻ⁿ. This gives

X_n = DⁿΦ Φ_o⁻¹ D_o⁻ⁿ
(X_n)_pi = d_pⁿ T_pi / d_iⁿ.

For an occupied level p = j, the entry is 1 if j = i and 0 otherwise, at every n. For a virtual level p = a,

(X_n)_ai = (d_a/d_i)ⁿ T_ai → 0,

because |d_a/d_i| < 1. Here `hd` permits the division and `hgap` gives the decay.

```lean
/-- If the occupied propagator entries are nonzero and exceed the virtual ones in magnitude, and the
initial determinant overlaps the reference, then the propagated orbitals, after a suitable mixing
among themselves, converge component by component to the reference orbitals. -/
theorem orbitals_tendsto (d : o ⊕ v → ℝ) (Φ : Matrix (o ⊕ v) o ℂ)
    (hd : ∀ i, d (Sum.inl i) ≠ 0) (hgap : ∀ i a, |d (Sum.inr a)| < |d (Sum.inl i)|)
    (hΦ : (refBlock Φ).det ≠ 0) (p : o ⊕ v) (i : o) :
    Tendsto (fun n : ℕ => (propagate d n Φ *
      ((refBlock Φ)⁻¹ * diagonal fun k => ((d (Sum.inl k) : ℂ) ^ n)⁻¹)) p i)
      atTop (𝓝 ((refOrbitals : Matrix (o ⊕ v) o ℂ) p i)) := by
  have entry : ∀ n : ℕ, (propagate d n Φ *
      ((refBlock Φ)⁻¹ * diagonal fun k => ((d (Sum.inl k) : ℂ) ^ n)⁻¹)) p i
      = (d p : ℂ) ^ n * (Φ * (refBlock Φ)⁻¹) p i * ((d (Sum.inl i) : ℂ) ^ n)⁻¹ := by
    intro n
    rw [← Matrix.mul_assoc, mul_diagonal, propagate, Matrix.mul_assoc, diagonal_pow,
      diagonal_mul, Pi.pow_apply]
  have hA : refBlock Φ * (refBlock Φ)⁻¹ = 1 :=
    mul_nonsing_inv _ (isUnit_iff_ne_zero.mpr hΦ)
  rcases p with j | a
  · -- occupied components equal those of the reference at every step
    have hj : (Φ * (refBlock Φ)⁻¹) (Sum.inl j) i = (1 : Matrix o o ℂ) j i :=
      congrFun (congrFun hA j) i
    have h0 : (refOrbitals : Matrix (o ⊕ v) o ℂ) (Sum.inl j) i = (1 : Matrix o o ℂ) j i := rfl
    rw [h0]
    refine tendsto_const_nhds.congr fun n => ?_
    rw [entry, hj]
    by_cases h : j = i
    · subst h
      have hn : (d (Sum.inl j) : ℂ) ^ n ≠ 0 :=
        pow_ne_zero n (Complex.ofReal_ne_zero.mpr (hd j))
      rw [one_apply_eq, mul_one, mul_inv_cancel₀ hn]
    · rw [one_apply_ne h]
      simp
  · -- virtual components are damped by powers of a ratio below one
    have hr : ‖(d (Sum.inr a) : ℂ) / (d (Sum.inl i) : ℂ)‖ < 1 := by
      rw [norm_div, Complex.norm_real, Complex.norm_real, Real.norm_eq_abs, Real.norm_eq_abs,
        div_lt_one (abs_pos.mpr (hd i))]
      exact hgap i a
    have h := (tendsto_pow_atTop_nhds_zero_of_norm_lt_one hr).mul_const
      ((Φ * (refBlock Φ)⁻¹) (Sum.inr a) i)
    rw [zero_mul] at h
    have h0 : (refOrbitals : Matrix (o ⊕ v) o ℂ) (Sum.inr a) i = 0 := rfl
    rw [h0]
    refine h.congr fun n => ?_
    rw [entry, div_pow, div_eq_mul_inv]
    ring
```

The local statement `entry` is the formula for (X_n)_pi, and `rcases` splits the occupied from the virtual case. The first uses `hd` to cancel d_jⁿ; the second uses `hgap` in `hr`, followed by the limit of powers of a number of norm below one.

The weight follows from these entries. Let Y_n be the virtual block of X_n. Since the top block of X_n is the identity,

w(DⁿΦ) = w(X_n) = 1 / det(1 + Y_nᴴY_n) → 1.

The first equality is the invariance under mixing, and the limit holds because Y_n → 0.

```lean
/-- If the occupied propagator entries are nonzero and exceed the virtual ones in magnitude, and the
initial determinant overlaps the reference, the normalized weight of the propagated determinant on
the reference tends to one. -/
theorem refWeight_tendsto_one (d : o ⊕ v → ℝ) (Φ : Matrix (o ⊕ v) o ℂ)
    (hd : ∀ i, d (Sum.inl i) ≠ 0) (hgap : ∀ i a, |d (Sum.inr a)| < |d (Sum.inl i)|)
    (hΦ : (refBlock Φ).det ≠ 0) :
    Tendsto (fun n : ℕ => refWeight (propagate d n Φ)) atTop (𝓝 1) := by
  have h1 : refBlock (refOrbitals : Matrix (o ⊕ v) o ℂ) = 1 := by
    ext i j
    rfl
  have h2 : (refOrbitals : Matrix (o ⊕ v) o ℂ)ᴴ * (refOrbitals : Matrix (o ⊕ v) o ℂ)
      = (1 : Matrix o o ℂ) := by
    simp [refOrbitals, conjTranspose_fromRows_eq_fromCols_conjTranspose, fromCols_mul_fromRows]
  have hval : refWeight (refOrbitals : Matrix (o ⊕ v) o ℂ) = 1 := by
    simp [refWeight, h1, h2]
  -- the weight is continuous at the reference orbitals
  have hnum : Continuous fun X : Matrix (o ⊕ v) o ℂ => ((‖(refBlock X).det‖ ^ 2 : ℝ) : ℂ) :=
    Complex.continuous_ofReal.comp
      (((continuous_id.matrix_submatrix Sum.inl id).matrix_det.norm).pow 2)
  have hden : Continuous fun X : Matrix (o ⊕ v) o ℂ => (Xᴴ * X).det :=
    (continuous_id.matrix_conjTranspose.matrix_mul continuous_id).matrix_det
  have hne : ((refOrbitals : Matrix (o ⊕ v) o ℂ)ᴴ *
      (refOrbitals : Matrix (o ⊕ v) o ℂ)).det ≠ 0 := by
    rw [h2, det_one]
    exact one_ne_zero
  have hc : ContinuousAt (refWeight : Matrix (o ⊕ v) o ℂ → ℂ) refOrbitals := by
    have h := (hnum.continuousAt (x := refOrbitals)).div hden.continuousAt hne
    exact h
  have hlim : Tendsto (fun n : ℕ => propagate d n Φ *
      ((refBlock Φ)⁻¹ * diagonal fun k => ((d (Sum.inl k) : ℂ) ^ n)⁻¹))
      atTop (𝓝 refOrbitals) :=
    tendsto_pi_nhds.mpr fun p => tendsto_pi_nhds.mpr fun i =>
      orbitals_tendsto d Φ hd hgap hΦ p i
  have h := hc.tendsto.comp hlim
  rw [hval] at h
  -- the mixing of the orbitals does not affect the weight
  refine h.congr fun n => refWeight_mul _ _ ?_
  rw [det_mul, det_diagonal]
  exact mul_ne_zero (isUnit_nonsing_inv_det _ (isUnit_iff_ne_zero.mpr hΦ)).ne_zero
    (Finset.prod_ne_zero_iff.mpr fun i _ =>
      inv_ne_zero (pow_ne_zero n (Complex.ofReal_ne_zero.mpr (hd i))))
```

The formal proof reaches the limit by continuity instead of writing out this block formula. Numerator and denominator are continuous in the matrix entries, and at the reference orbitals the denominator is 1, so `refWeight` is continuous there (`hc`). The entrywise limits are assembled in `hlim`, `hval` evaluates the weight at the reference as 1, and `refWeight_mul` removes the mixing. The final lines check that the mixing matrix is invertible, again from `hd` and the initial overlap.

What happens without a gap is clearest when all levels are equal; that case is treated below.

## Real entries give the denominator its power D²ⁿ

Real entries mean that D is Hermitian, as an imaginary-time propagator is. By hand, Dᴴ = D gives

(DⁿΦ)ᴴ(DⁿΦ) = ΦᴴD²ⁿΦ,

and hence

|det((DⁿΦ)_o)|² / det(ΦᴴD²ⁿΦ) → 1.

```lean
/-- For a real diagonal propagator `D` whose occupied entries are nonzero and exceed the virtual
ones in magnitude, and orbitals `Φ` with invertible reference block, `|det (top block of Dⁿ Φ)|² /
det (Φᴴ D²ⁿ Φ)` tends to one. -/
theorem power_projection (d : o ⊕ v → ℝ) (Φ : Matrix (o ⊕ v) o ℂ)
    (hd : ∀ i, d (Sum.inl i) ≠ 0) (hgap : ∀ i a, |d (Sum.inr a)| < |d (Sum.inl i)|)
    (hΦ : (refBlock Φ).det ≠ 0) :
    Tendsto (fun n : ℕ => ((‖(refBlock (propagate d n Φ)).det‖ ^ 2 : ℝ) : ℂ) /
      (Φᴴ * (diagonal fun p => (d p : ℂ)) ^ (2 * n) * Φ).det) atTop (𝓝 1) := by
  refine (refWeight_tendsto_one d Φ hd hgap hΦ).congr fun n => ?_
  have hD : (diagonal fun p => (d p : ℂ))ᴴ = diagonal fun p => (d p : ℂ) :=
    (diagonal_conjTranspose _).trans
      (congrArg diagonal (funext fun p => Complex.conj_ofReal (d p)))
  have hgram : (propagate d n Φ)ᴴ * propagate d n Φ
      = Φᴴ * (diagonal fun p => (d p : ℂ)) ^ (2 * n) * Φ := by
    rw [propagate, conjTranspose_mul, conjTranspose_pow, hD, two_mul, pow_add]
    simp only [Matrix.mul_assoc]
  rw [refWeight, hgram]
```

Lean builds the reality condition into the type `d : o ⊕ v → ℝ`. The proof uses it in `hD`, and `hgram` then rewrites the Gram matrix. With complex entries, the diagonal matrix in the denominator would have to contain |d_p|²ⁿ instead of d_p²ⁿ.

## The trial determinant must overlap the reference

The hypothesis `hΦ`, det Φ_o ≠ 0, says that the trial determinant is not orthogonal to the reference. Orthogonality can occur, for instance, when a trial orbital has a symmetry absent from the occupied levels. The derivation used the hypothesis to form Φ_o⁻¹; the Lean proofs use it in `hA` and in the invertibility check for the mixing matrix.

To see what happens without it, look at the top block alone. Since D is diagonal, (DⁿΦ)_o = D_oⁿΦ_o, and therefore

det((DⁿΦ)_o) = (∏_i d_i)ⁿ det Φ_o.

```lean
/-- Each step multiplies the unnormalized overlap with the reference determinant by the product
of the propagator entries of the occupied levels. -/
theorem overlap_propagate (d : o ⊕ v → ℝ) (Φ : Matrix (o ⊕ v) o ℂ) (n : ℕ) :
    (refBlock (propagate d n Φ)).det
      = (∏ i, (d (Sum.inl i) : ℂ)) ^ n * (refBlock Φ).det := by
  have h : refBlock (propagate d n Φ)
      = (diagonal fun i => (d (Sum.inl i) : ℂ) ^ n) * refBlock Φ := by
    ext i j
    rw [diagonal_mul, refBlock, submatrix_apply, propagate, diagonal_pow, diagonal_mul,
      Pi.pow_apply]
    rfl
  rw [h, det_mul, det_diagonal, Finset.prod_pow]
```

This law needs no condition on the entries of D. If the overlap vanishes initially, it vanishes at every step, however large the gap. The proof establishes the block identity in `h` and takes determinants.

## Equal levels leave the weight where it started

Suppose that every level has the same entry c ≠ 0. Then DⁿΦ = cⁿΦ, which is a mixing by cⁿ times the identity, so

w(DⁿΦ) = w(Φ).

```lean
/-- If all levels have the same nonzero propagator entry, the normalized weight on the reference
keeps its initial value at every step. -/
theorem refWeight_of_no_gap (c : ℝ) (hc : c ≠ 0) (Φ : Matrix (o ⊕ v) o ℂ) (n : ℕ) :
    refWeight (propagate (fun _ => c) n Φ) = refWeight Φ := by
  -- the propagator acts as a common scalar factor on all orbitals
  have h : propagate (fun _ => c) n Φ = Φ * ((c : ℂ) ^ n • (1 : Matrix o o ℂ)) := by
    ext p i
    have hl : propagate (fun _ => c) n Φ p i = (c : ℂ) ^ n * Φ p i := by
      rw [propagate, diagonal_pow, diagonal_mul, Pi.pow_apply]
    have hr : (Φ * ((c : ℂ) ^ n • (1 : Matrix o o ℂ))) p i = (c : ℂ) ^ n * Φ p i := by
      rw [Matrix.mul_smul, Matrix.mul_one, Matrix.smul_apply, smul_eq_mul]
    exact hl.trans hr.symm
  rw [h]
  refine refWeight_mul _ _ ?_
  rw [det_smul, det_one, mul_one]
  exact pow_ne_zero _ (pow_ne_zero n (Complex.ofReal_ne_zero.mpr hc))
```

The proof writes the common factor as an invertible mixing and applies `refWeight_mul`. For one particle on one occupied and one virtual level, with the normalized orbital (1, 1)/√2, the weight is 1/2 and remains 1/2. An initial overlap alone is therefore not enough.

## Positive time steps and an energy gap

For orbital energies ε_p and an imaginary-time step of length τ, in units with ħ = 1, the propagator entries are

d_p = exp(−τε_p).

The hypothesis `hε` says ε_i < ε_a for every occupied i and virtual a, so the reference fills the lowest levels. Together with τ > 0 it gives

d_a/d_i = exp(−τ(ε_a − ε_i)) < 1.

The entries are positive, so `hd` holds automatically. The initial overlap `hΦ` is still required.

```lean
/-- Imaginary-time steps of positive length `τ` with orbital energies `ε` drive the weight on the
reference to one, if each occupied energy lies below each virtual one and the initial overlap is
nonzero. -/
theorem imaginary_time_projection (ε : o ⊕ v → ℝ) (τ : ℝ) (hτ : 0 < τ)
    (hε : ∀ i a, ε (Sum.inl i) < ε (Sum.inr a)) (Φ : Matrix (o ⊕ v) o ℂ)
    (hΦ : (refBlock Φ).det ≠ 0) :
    Tendsto (fun n : ℕ => refWeight (propagate (fun p => Real.exp (-(τ * ε p))) n Φ))
      atTop (𝓝 1) := by
  refine refWeight_tendsto_one _ Φ (fun i => Real.exp_ne_zero _) (fun i a => ?_) hΦ
  rw [abs_of_pos (Real.exp_pos _), abs_of_pos (Real.exp_pos _), Real.exp_lt_exp]
  have h := mul_lt_mul_of_pos_left (hε i a) hτ
  linarith

end

end DeterminantPowerProjection
```

The proof passes these facts to `refWeight_tendsto_one`: `hτ` and `hε` give the inequality between the exponents, and monotonicity of the exponential turns it into the gap condition. At τ = 0 every entry is 1, and the weight stays at its initial value.

For non-interacting fermions with finitely many levels, an energy gap and an initial overlap, this justifies projecting a trial determinant onto the ground state by repeated imaginary-time steps. The theorem is a limit statement in exact arithmetic: it gives no number of steps for a required accuracy, and it does not treat a propagator with two-particle interactions.

```lean
#print axioms DeterminantPowerProjection.refWeight_tendsto_one
-- 'DeterminantPowerProjection.refWeight_tendsto_one' depends on axioms: [propext, Classical.choice, Quot.sound]
#print axioms DeterminantPowerProjection.power_projection
-- 'DeterminantPowerProjection.power_projection' depends on axioms: [propext, Classical.choice, Quot.sound]
#print axioms DeterminantPowerProjection.refWeight_of_no_gap
-- 'DeterminantPowerProjection.refWeight_of_no_gap' depends on axioms: [propext, Classical.choice, Quot.sound]
#print axioms DeterminantPowerProjection.imaginary_time_projection
-- 'DeterminantPowerProjection.imaginary_time_projection' depends on axioms: [propext, Classical.choice, Quot.sound]
```
